# The contraction identity for strings of Majorana and Dirac generators

Let γ_μ be n generators, labelled by an index μ, that square to one and anticommute in pairs, and let Γ be a product of k distinct ones among them. Then

Σ_μ γ_μ Γ γ_μ = (−1)^k (n − 2k) Γ.

If the squares are signs η_μ = ±1, the identity holds with the left factor replaced by γ^μ = η_μ γ_μ.

## Physical setting

A fermion mode with annihilator a and creator a† gives two Majorana operators, a + a† and −i(a − a†), each squaring to one. N modes give n = 2N operators with γ_μγ_ν + γ_νγ_μ = 2δ_μν. Dirac matrices in an orthonormal frame obey the same relations with δ_μν replaced by the diagonal metric with entries η_μ. Both cases read

γ_μ² = η_μ,  γ_μγ_ν = −γ_νγ_μ for μ ≠ ν.

A string is an ordered product Γ = γ_{i₁} ⋯ γ_{i_k} along a list of indices l = [i₁, …, i_k], and the empty list gives Γ = 1. For finitely many modes, no Hamiltonian and Lindblad jump operators γ_μ with one common rate κ, the dissipator X ↦ κ Σ_μ (γ_μ X γ_μ − X) has each string of k distinct Majorana operators as an eigenoperator, with eigenvalue κ[(−1)^k (n − 2k) − n]. By parity superselection a fermionic density operator contains only strings with k even, and for these the eigenvalue is −2κk.

## Statement

Let c_μ be the number of times μ occurs in l. Let S be a finite set of indices, |S| its size, and m the number of μ in S with c_μ odd.

1. For any list, repeats allowed, γ^μ Γ γ_μ = (−1)^(k + c_μ) Γ, with no sum over μ.
2. For any list and any S, Σ_{μ∈S} γ^μ Γ γ_μ = (−1)^k (|S| − 2m) Γ.
3. For distinct entries and the sum over all n indices, Σ_μ γ^μ Γ γ_μ = (−1)^k (n − 2k) Γ. With all η_μ = 1 this is the Majorana form.
4. For distinct entries and characteristic zero, the full sum vanishes exactly when n = 2k.

## Derivation

Move γ_μ from the left of Γ to the right, one factor at a time. A factor γ_a with a ≠ μ costs a sign. A factor γ_μ costs nothing, since γ_μ commutes with itself. There are k − c_μ factors of the first kind, and k − c_μ has the parity of k + c_μ, so

γ_μ Γ = (−1)^(k + c_μ) Γ γ_μ.

Multiply by η_μ, and by γ_μ on the right. With γ_μ² = η_μ and η_μ² = 1,

γ^μ Γ γ_μ = η_μ (−1)^(k + c_μ) Γ γ_μ² = η_μ² (−1)^(k + c_μ) Γ = (−1)^(k + c_μ) Γ.

Sum over μ in S and pull out (−1)^k. Each remaining sign (−1)^(c_μ) equals 1 for even c_μ and 1 − 2 for odd c_μ, so

Σ_{μ∈S} (−1)^(c_μ) = |S| − 2m.

This gives statement 2. For distinct entries, c_μ is 1 if μ is in l and 0 otherwise. With S the whole index set, |S| = n and m = k, which gives statement 3.

For statement 4, γ^μγ_μ = γ_μγ^μ = η_μ² = 1, so each generator is invertible and so is the product Γ. Put s = (−1)^k (n − 2k). Then sΓ = 0 holds exactly when s·1 = 0 in the ring. In characteristic zero this means that the integer s is zero, and since (−1)^k ≠ 0 it means n = 2k.

## A small instance

Take the Pauli matrices σ_x, σ_y, σ_z, so n = 3, and Γ = σ_xσ_y = iσ_z, so k = 2. The formula gives (−1)²(3 − 4) = −1. The three terms are

σ_x Γ σ_x = σ_yσ_x = −Γ,  σ_y Γ σ_y = σ_yσ_x = −Γ,  σ_z Γ σ_z = Γ,

and their sum is −Γ.

For signature (+, −) and n = 2, take γ_0 = A = [[0,1],[1,0]] and γ_1 = B = [[0,1],[−1,0]], written row by row, with A² = 1 and B² = −1. For Γ = A, k = 1, the first term is A³ = A. For the second, BA = [[1,0],[0,−1]] and BAB = A, so γ^1 A γ_1 = −BAB = −A. The sum is zero, as n = 2k requires. These products were multiplied out on paper; for these matrices the file proves the defining relations.

## What the formal version assumes

`R` is any ring with unit, not necessarily commutative, and `γ : ι → R` assigns a generator to each index. The signature is `η : ι → ℤˣ`; the units of the integers are ±1, so null directions and non-diagonal metrics are excluded. `IsClifford η γ` bundles the two relations as the fields `sq` and `anti`. They are hypotheses: no Fock space is constructed, and hermiticity is neither stated nor needed. The normalisation is γ_μ² = ±1. For Majorana operators scaled as ψ_μ = γ_μ/√2, the contraction of a ψ-string with ψ_μ on both sides carries an extra factor 1/2.

`gammaString γ l` is Γ in list order, `upper η γ μ` is γ^μ, `l.length` is k, `l.count μ` is c_μ, `l.Nodup` says that the entries are distinct, and `Fintype.card ι` is n. Statements 1 and 2 are `IsClifford.sandwich` and `IsClifford.partial_contraction`, where only `S` has to be finite. Statement 3 is `IsClifford.contraction`, with a finite index set and the coefficient acting as an integer multiple. `majorana_contraction` states the case η = 1 with the plain hypothesis `γ i * γ i = 1` and the coefficient as an element of `R`. Statement 4, `IsClifford.contraction_eq_zero_iff`, adds `CharZero R`; in characteristic p the coefficient also vanishes when p divides n − 2k.

The dimension n is a natural number, odd or even, so continuation to non-integer dimension is not covered. The empty string gives Σ_μ γ^μγ_μ = n, and n = k = 0 gives 0 = 0. The theorems concern strings of basis generators; contractions of slashed vectors, which are linear combinations of such strings, are not stated.

## The file

In Lean 4 with Mathlib:

```lean
import Mathlib

open Finset

namespace MajoranaContraction

variable {R : Type*} [Ring R] {ι : Type*}

/-- Clifford relations in an orthonormal frame of signature `η`: each generator squares to
the sign `η i`, and distinct generators anticommute. -/
structure IsClifford (η : ι → ℤˣ) (γ : ι → R) : Prop where
  sq : ∀ i, γ i * γ i = (η i : ℤ) • (1 : R)
  anti : ∀ i j, i ≠ j → γ i * γ j = -(γ j * γ i)

/-- The ordered product `Γ = γ_{i₁} ⋯ γ_{i_k}` along a list of indices. -/
def gammaString (γ : ι → R) (l : List ι) : R := (l.map γ).prod

/-- The generator with raised index, `γ^μ = η_μ γ_μ`. -/
def upper (η : ι → ℤˣ) (γ : ι → R) (μ : ι) : R := (η μ : ℤ) • γ μ

variable [DecidableEq ι] {η : ι → ℤˣ} {γ : ι → R}

/-- Moving `γ_μ` through a string of length `k` that contains `μ` exactly `c` times gives
the sign `(-1)^(k+c)`; indices may repeat. -/
theorem gen_mul_string (anti : ∀ i j, i ≠ j → γ i * γ j = -(γ j * γ i)) (μ : ι)
    (l : List ι) :
    γ μ * gammaString γ l
      = (-1 : ℤ) ^ (l.length + l.count μ) • (gammaString γ l * γ μ) := by
  induction l with
  | nil => simp [gammaString]
  | cons a l ih =>
    have hs : gammaString γ (a :: l) = γ a * gammaString γ l := by simp [gammaString]
    rw [hs, List.length_cons]
    by_cases h : a = μ
    · -- passing the same generator costs no sign
      have e : (-1 : ℤ) ^ (l.length + 1 + (l.count μ + 1))
          = (-1) ^ (l.length + l.count μ) := by
        rw [show l.length + 1 + (l.count μ + 1) = l.length + l.count μ + 2 by ring, pow_add]
        norm_num
      rw [h, List.count_cons_self, e]
      calc γ μ * (γ μ * gammaString γ l)
          = γ μ * ((-1 : ℤ) ^ (l.length + l.count μ) • (gammaString γ l * γ μ)) := by
            rw [ih]
        _ = (-1 : ℤ) ^ (l.length + l.count μ) • (γ μ * gammaString γ l * γ μ) := by
            rw [mul_smul_comm, mul_assoc]
    · -- passing a different generator costs one sign
      have hc : (a :: l).count μ = l.count μ := by simp [h]
      have e : (-1 : ℤ) ^ (l.length + 1 + l.count μ)
          = -(-1) ^ (l.length + l.count μ) := by
        rw [show l.length + 1 + l.count μ = l.length + l.count μ + 1 by ring, pow_succ]
        ring
      rw [hc, e]
      calc γ μ * (γ a * gammaString γ l) = -(γ a * (γ μ * gammaString γ l)) := by
            rw [← mul_assoc, anti μ a (Ne.symm h), neg_mul, mul_assoc]
        _ = (-(-1 : ℤ) ^ (l.length + l.count μ)) • (γ a * gammaString γ l * γ μ) := by
            rw [ih, mul_smul_comm, mul_assoc, neg_smul]

/-- A single sandwich, with no sum over `μ`: `γ^μ Γ γ_μ = (-1)^(k+c) Γ` for a string of
length `k` that contains `μ` exactly `c` times. -/
theorem IsClifford.sandwich (h : IsClifford η γ) (μ : ι) (l : List ι) :
    upper η γ μ * gammaString γ l * γ μ
      = (-1 : ℤ) ^ (l.length + l.count μ) • gammaString γ l := by
  have hη : (η μ : ℤ) * (η μ : ℤ) = 1 := by
    rcases Int.units_eq_one_or (η μ) with h1 | h1 <;> simp [h1]
  rw [upper, smul_mul_assoc, gen_mul_string h.anti, smul_mul_assoc, smul_mul_assoc,
    mul_assoc, h.sq, mul_smul_comm, mul_one]
  simp only [smul_smul]
  congr 1
  linear_combination (-1 : ℤ) ^ (l.length + l.count μ) * hη

/-- Sign counting: the sum over `μ ∈ S` of `(-1)` to the number of occurrences of `μ` is
`|S|` minus twice the number of indices in `S` that occur an odd number of times. -/
theorem sign_sum (S : Finset ι) (l : List ι) :
    ∑ μ ∈ S, (-1 : ℤ) ^ (l.count μ)
      = (S.card : ℤ) - 2 * ((S.filter fun μ => Odd (l.count μ)).card : ℤ) := by
  have hs : ∀ c : ℕ, (-1 : ℤ) ^ c = 1 - 2 * (if Odd c then 1 else 0) := by
    intro c
    split_ifs with hc
    · rw [hc.neg_one_pow]; norm_num
    · rw [(Nat.not_odd_iff_even.mp hc).neg_one_pow]; norm_num
  simp only [hs, Finset.sum_sub_distrib, ← Finset.mul_sum, Finset.sum_boole]
  simp

/-- Contraction over a subset `S` of the indices for a string of length `k` with repeats
allowed: `∑_{μ ∈ S} γ^μ Γ γ_μ = (-1)^k (|S| - 2m) Γ`, where `m` counts the indices in `S`
that occur an odd number of times. -/
theorem IsClifford.partial_contraction (h : IsClifford η γ) (S : Finset ι) (l : List ι) :
    ∑ μ ∈ S, upper η γ μ * gammaString γ l * γ μ
      = ((-1 : ℤ) ^ l.length *
          ((S.card : ℤ) - 2 * ((S.filter fun μ => Odd (l.count μ)).card : ℤ)))
        • gammaString γ l := by
  simp only [h.sandwich, pow_add]
  rw [← Finset.sum_smul, ← Finset.mul_sum, sign_sum]

/-- Contraction identity in any signature: for a product `Γ` of `k` distinct generators out
of `n`, `∑_μ γ^μ Γ γ_μ = (-1)^k (n - 2k) Γ`. -/
theorem IsClifford.contraction [Fintype ι] (h : IsClifford η γ) {l : List ι}
    (hl : l.Nodup) :
    ∑ μ, upper η γ μ * gammaString γ l * γ μ
      = ((-1 : ℤ) ^ l.length * ((Fintype.card ι : ℤ) - 2 * (l.length : ℤ)))
        • gammaString γ l := by
  -- for distinct indices, odd occurrence means membership in the string
  have hf : (univ.filter fun μ => Odd (l.count μ)) = l.toFinset := by
    ext μ
    simp only [Finset.mem_filter, Finset.mem_univ, true_and, List.mem_toFinset]
    by_cases hm : μ ∈ l
    · simp [List.count_eq_one_of_mem hl hm, hm]
    · simp [List.count_eq_zero_of_not_mem hm, hm]
  rw [h.partial_contraction, hf, List.toFinset_card_of_nodup hl, Finset.card_univ]

/-- Majorana form: if the `n` generators square to one and pairwise anticommute, a product
`Γ` of `k` distinct ones obeys `∑_μ γ_μ Γ γ_μ = (-1)^k (n - 2k) Γ`. -/
theorem majorana_contraction [Fintype ι] (sq : ∀ i, γ i * γ i = 1)
    (anti : ∀ i j, i ≠ j → γ i * γ j = -(γ j * γ i)) {l : List ι} (hl : l.Nodup) :
    ∑ μ, γ μ * gammaString γ l * γ μ
      = (-1 : R) ^ l.length * ((Fintype.card ι : R) - 2 * (l.length : R))
        * gammaString γ l := by
  have h : IsClifford (fun _ => 1) γ := ⟨fun i => by simp [sq i], anti⟩
  have hc := h.contraction hl
  simp only [upper, Units.val_one, one_smul] at hc
  rw [hc, zsmul_eq_mul]
  push_cast
  rfl

/-- In characteristic zero the full contraction of a product of `k` distinct generators out
of `n` vanishes exactly when `n = 2k`. -/
theorem IsClifford.contraction_eq_zero_iff [Fintype ι] [CharZero R] (h : IsClifford η γ)
    {l : List ι} (hl : l.Nodup) :
    ∑ μ, upper η γ μ * gammaString γ l * γ μ = 0 ↔ Fintype.card ι = 2 * l.length := by
  -- each generator has `γ^a` as its inverse, so every string is invertible
  have hg : ∀ a, IsUnit (γ a) := by
    intro a
    have h1 : upper η γ a * γ a = 1 := by simpa [gammaString] using h.sandwich a []
    have h2 : γ a * upper η γ a = 1 := by
      rw [← h1, upper, mul_smul_comm, smul_mul_assoc]
    exact ⟨⟨γ a, upper η γ a, h2, h1⟩, rfl⟩
  have hu : ∀ m : List ι, IsUnit (gammaString γ m) := by
    intro m
    induction m with
    | nil => simp [gammaString]
    | cons a m ih =>
      have hs : gammaString γ (a :: m) = γ a * gammaString γ m := by simp [gammaString]
      rw [hs]
      exact (hg a).mul ih
  rw [h.contraction hl, zsmul_eq_mul, (hu l).mul_left_eq_zero, Int.cast_eq_zero, mul_eq_zero]
  constructor
  · rintro (h0 | h0)
    · exact absurd h0 (pow_ne_zero _ (by norm_num))
    · omega
  · intro h0
    right
    omega

/-- The three Pauli matrices. -/
def pauli : Fin 3 → Matrix (Fin 2) (Fin 2) ℂ :=
  ![!![0, 1; 1, 0], !![0, -Complex.I; Complex.I, 0], !![1, 0; 0, -1]]

/-- The integer matrices `[[0,1],[1,0]]` and `[[0,1],[-1,0]]`. -/
def gammaOneOne : Fin 2 → Matrix (Fin 2) (Fin 2) ℤ :=
  ![!![0, 1; 1, 0], !![0, 1; -1, 0]]

/-- The Pauli matrices satisfy the Clifford relations with all signs equal to one. -/
theorem pauli_witness : IsClifford (fun _ => 1) pauli := by
  refine ⟨fun i => ?_, fun i j hij => ?_⟩
  · fin_cases i <;> ext a b <;> fin_cases a <;> fin_cases b <;>
      simp [pauli, Matrix.mul_apply, Fin.sum_univ_succ]
  · fin_cases i <;> fin_cases j <;>
      first
        | exact absurd rfl hij
        | (ext a b
           fin_cases a <;> fin_cases b <;>
             simp [pauli, Matrix.mul_apply, Fin.sum_univ_succ])

/-- The pair `gammaOneOne` satisfies the Clifford relations with signature `(+, -)`. -/
theorem gammaOneOne_witness : IsClifford ![1, -1] gammaOneOne := by
  refine ⟨fun i => ?_, fun i j hij => ?_⟩
  · fin_cases i <;> ext a b <;> fin_cases a <;> fin_cases b <;>
      simp [gammaOneOne, Matrix.mul_apply, Fin.sum_univ_succ]
  · fin_cases i <;> fin_cases j <;>
      first
        | exact absurd rfl hij
        | (ext a b
           fin_cases a <;> fin_cases b <;>
             simp [gammaOneOne, Matrix.mul_apply, Fin.sum_univ_succ])

end MajoranaContraction
```

```lean
#print axioms MajoranaContraction.majorana_contraction
#print axioms MajoranaContraction.IsClifford.contraction_eq_zero_iff
```

```
'MajoranaContraction.majorana_contraction' depends on axioms: [propext, Classical.choice, Quot.sound]
'MajoranaContraction.IsClifford.contraction_eq_zero_iff' depends on axioms: [propext, Classical.choice, Quot.sound]
```

## Notes on the proof

`gen_mul_string` is the first displayed step of the derivation, by induction on `l`, and it uses `anti` alone. Prepending an index `a` raises the length by one. If `a = μ`, the count rises too, the exponent grows by two, and `e` records that the sign is unchanged. Otherwise `hc` keeps the count fixed, `anti μ a` supplies one minus sign, and the induction hypothesis moves γ_μ through the rest. The exponent k + c_μ keeps the arithmetic free of subtraction in the natural numbers.

`IsClifford.sandwich` rewrites with this lemma and then with `h.sq`. What remains is an equation between integer coefficients, closed by `linear_combination` from `hη`, which is η_μ² = 1.

`sign_sum` writes each sign as `1 - 2 * (if Odd c then 1 else 0)`, and `Finset.sum_boole` turns the sum of indicators into m. `IsClifford.partial_contraction` splits the exponent by `pow_add`, takes Γ and (−1)^k out of the sum, and applies `sign_sum`.

In `IsClifford.contraction`, `hf` identifies the indices of odd count with `l.toFinset`, whose size is k by `List.toFinset_card_of_nodup`. `majorana_contraction` instantiates the signature at `fun _ => 1`, where `upper` reduces to γ_μ.

In `IsClifford.contraction_eq_zero_iff`, the sandwich with the empty list gives γ^aγ_a = 1 for each index a, `hg` makes each generator a unit, and `hu` extends this to strings by induction. Cancelling Γ and using `Int.cast_eq_zero` leaves the integer equation (−1)^k (n − 2k) = 0, where the first factor is nonzero, so n = 2k.

`pauli_witness` and `gammaOneOne_witness` check the relations entry by entry. The indices 0, 1, 2 of `pauli` are σ_x, σ_y, σ_z, and the indices 0, 1 of `gammaOneOne` are A and B.
